# Gauge invariance of the magnetizability for finite Hermitian matrices

The magnetizability of an eigenstate of the field-free Hamiltonian with a solvable first-order response is the same before and after a gauge change, provided that the paramagnetic and diamagnetic matrices are transformed together. Each gauge has its own response equation, and any solution of it may be used there.

## The Hamiltonian in a weak field

Let a field of strength $B$ along a fixed direction give the Hamiltonian $H+BA+B^2D$, with $A$ the paramagnetic and $D$ the diamagnetic matrix. Take a unit vector $\psi$ with $H\psi=E\psi$, and set $a=\langle\psi,A\psi\rangle$. The first-order state $\chi$ solves

$$(H-E)\chi=-(A-a)\psi,$$

and the second-order energy is

$$E_2=\langle\psi,D\psi\rangle+\langle\psi,(A-a)\chi\rangle .$$

The magnetizability is $-2E_2$; for a tensor, this is the diagonal component along the field.

A gauge change with Hermitian generator $g$ replaces the Hamiltonian by $e^{-iBg}(H+BA+B^2D)e^{iBg}$. Expanding to order $B^2$ gives

$$A'=A+i[H,g],\qquad D'=D+i[A,g]-\tfrac12[[H,g],g].$$

## What is assumed and what follows

`secondOrderEnergy_gauge_invariant` says that for Hermitian $H,A,g$ and $H\psi=E\psi$, the values of $E_2$ in the two gauges agree for any solutions $\chi,\chi'$ of the respective response equations.

In Lean, `mean` is $\langle\psi,X\psi\rangle$, `IsResponse` is the response equation, `secondOrderEnergy` is $E_2$, and `gaugeA` and `gaugeD` are $A'$ and $D'$. The inner product `star ψ ⬝ᵥ v` is conjugate-linear in its first argument. The theorem needs neither a normalised $\psi$ nor a Hermitian $D$, but the physical reading uses both.

Solvability of the response equation is a hypothesis. At a degenerate level it requires $A$ not to couple $\psi$ to the states of that level that are orthogonal to $\psi$. If the field leaves some degeneracy at first order, $E_2$ need not be the energy coefficient of a single branch.

For electronic structure, the result covers finite matrices whose gauge change is given by matrix commutators. In a truncated basis, the matrix of a gauge-shifted operator generally differs from $A+i[H,g]$, which is how computed magnetizabilities can come to depend on the gauge origin.

## The cancellation by hand

Write $K=H-E$, so that $K\psi=0$ and $[H,g]\psi=Kg\psi$. Then $\langle\psi,[H,g]\psi\rangle=\langle K\psi,g\psi\rangle=0$, and $a$ is unchanged.

The vector $\chi_g=\chi-ig\psi$ solves the new response equation:

$$K\chi_g=-(A-a)\psi-i[H,g]\psi=-(A'-a)\psi.$$

The choice of solution does not matter. For every $v$,

$$\langle\psi,(A-a)v\rangle=\langle(A-a)\psi,v\rangle=-\langle K\chi,v\rangle=-\langle\chi,Kv\rangle,$$

and two solutions $v$ have the same $Kv$. The same holds for $A'$, which is Hermitian.

Since $\langle\psi,[H,g]v\rangle=-\langle\psi,gKv\rangle$, the new paramagnetic term is

$$\begin{aligned}
\langle\psi,(A'-a)\chi_g\rangle={}&\langle\psi,(A-a)\chi\rangle-i\langle\psi,(A-a)g\psi\rangle\\
&+i\langle\psi,g(A-a)\psi\rangle-\langle\psi,gKg\psi\rangle\\
={}&\langle\psi,(A-a)\chi\rangle-i\langle\psi,[A,g]\psi\rangle-\langle\psi,gKg\psi\rangle .
\end{aligned}$$

Because $\langle\psi,[[H,g],g]\psi\rangle=-2\langle\psi,gKg\psi\rangle$, the new diamagnetic term is

$$\langle\psi,D'\psi\rangle=\langle\psi,D\psi\rangle+i\langle\psi,[A,g]\psi\rangle+\langle\psi,gKg\psi\rangle .$$

The sum is $E_2$.

## A bound from the diamagnetic term

In the new gauge, $E_2=\langle\psi,D'\psi\rangle-\langle\chi_g,K\chi_g\rangle$. For a ground state $K$ is positive semidefinite, so the diamagnetic mean value in every gauge is an upper bound to $E_2$. If the unit vector $\psi$ is an eigenvector of $A'$, zero solves the response equation and the bound is attained.

A two-level example has $H=\mathrm{diag}(0,1)$, $A=\sigma_x$, $g=\sigma_y$, $D=0$ and $\psi=(1,0)$. Here $E_2=-1$ and $A'=0$: a purely paramagnetic energy in one gauge is purely diamagnetic in the other. The example is algebraic and does not model the orbital magnetism of electrons, where $g$ is a function of the electron positions and the diamagnetic mean value is never negative.

## The Lean file

```lean
import Mathlib

open Matrix

namespace MagnetizabilityGauge

noncomputable section

variable {n : Type*} [Fintype n]

/-- The commutator `[X, Y]` of two matrices. -/
def comm (X Y : Matrix n n ℂ) : Matrix n n ℂ := X * Y - Y * X

/-- The mean value `⟨ψ, X ψ⟩`. -/
def mean (X : Matrix n n ℂ) (ψ : n → ℂ) : ℂ := star ψ ⬝ᵥ X *ᵥ ψ

/-- The paramagnetic matrix after the gauge change, `A + i[H, g]`. -/
def gaugeA (H A g : Matrix n n ℂ) : Matrix n n ℂ := A + Complex.I • comm H g

/-- The diamagnetic matrix after the gauge change, `D + i[A, g] - [[H, g], g]/2`. -/
def gaugeD (H A D g : Matrix n n ℂ) : Matrix n n ℂ :=
  D + Complex.I • comm A g - (1 / 2 : ℂ) • comm (comm H g) g

/-- The first-order response equation `(H - E) χ = -(A - a) ψ` with `a = ⟨ψ, A ψ⟩`. -/
def IsResponse (H A : Matrix n n ℂ) (E : ℝ) (ψ χ : n → ℂ) : Prop :=
  H *ᵥ χ - (E : ℂ) • χ = -(A *ᵥ ψ - mean A ψ • ψ)

/-- The second-order energy: the diamagnetic mean value `⟨ψ, D ψ⟩` plus the paramagnetic term
`⟨ψ, (A - a) χ⟩`. If `ψ` is a normalised eigenstate and `χ` solves its response equation, the
magnetizability is minus twice this number. -/
def secondOrderEnergy (A D : Matrix n n ℂ) (ψ χ : n → ℂ) : ℂ :=
  mean D ψ + star ψ ⬝ᵥ (A *ᵥ χ - mean A ψ • χ)

/-- A Hermitian matrix may be moved from one side of the inner product to the other. -/
theorem hermitian_move {M : Matrix n n ℂ} (hM : M.IsHermitian) (u v : n → ℂ) :
    star (M *ᵥ u) ⬝ᵥ v = star u ⬝ᵥ M *ᵥ v := by
  rw [Matrix.star_mulVec, hM.eq, ← Matrix.dotProduct_mulVec]

/-- In an eigenvector of the Hermitian matrix `H`, the gauge change leaves the mean value of
the paramagnetic matrix as it was. -/
theorem mean_gaugeA {H : Matrix n n ℂ} (A g : Matrix n n ℂ) {E : ℝ} {ψ : n → ℂ}
    (hH : H.IsHermitian) (hψ : H *ᵥ ψ = (E : ℂ) • ψ) :
    mean (gaugeA H A g) ψ = mean A ψ := by
  have hE : star (E : ℂ) = E := Complex.conj_ofReal E
  have hL : ∀ v, star ψ ⬝ᵥ H *ᵥ v = (E : ℂ) * (star ψ ⬝ᵥ v) := fun v => by
    rw [← hermitian_move hH, hψ, star_smul, hE, smul_dotProduct, smul_eq_mul]
  simp only [mean, gaugeA, comm, Matrix.add_mulVec, Matrix.smul_mulVec, Matrix.sub_mulVec,
    ← Matrix.mulVec_mulVec, dotProduct_add, dotProduct_smul, dotProduct_sub, hψ,
    Matrix.mulVec_smul, hL, smul_eq_mul]
  ring

/-- If `χ` solves the response equation for an eigenvector `ψ` of the Hermitian matrix `H`,
then `χ - i g ψ` solves it in the new gauge. -/
theorem response_gauge {H A : Matrix n n ℂ} (g : Matrix n n ℂ) {E : ℝ} {ψ χ : n → ℂ}
    (hH : H.IsHermitian) (hψ : H *ᵥ ψ = (E : ℂ) • ψ) (hχ : IsResponse H A E ψ χ) :
    IsResponse H (gaugeA H A g) E ψ (χ - Complex.I • g *ᵥ ψ) := by
  unfold IsResponse at hχ ⊢
  rw [mean_gaugeA A g hH hψ]
  simp only [gaugeA, comm, Matrix.add_mulVec, Matrix.smul_mulVec, Matrix.sub_mulVec,
    ← Matrix.mulVec_mulVec, Matrix.mulVec_sub, Matrix.mulVec_smul, hψ]
  linear_combination (norm := module) hχ

/-- For Hermitian `H` and `A` and a solution `χ` of the response equation,
`⟨ψ, (A - a) v⟩ = -⟨χ, (H - E) v⟩` for every vector `v`. -/
theorem paramagnetic_term_eq {H A : Matrix n n ℂ} {E : ℝ} {ψ χ : n → ℂ}
    (hH : H.IsHermitian) (hA : A.IsHermitian) (hχ : IsResponse H A E ψ χ) (v : n → ℂ) :
    star ψ ⬝ᵥ (A *ᵥ v - mean A ψ • v) = -(star χ ⬝ᵥ (H *ᵥ v - (E : ℂ) • v)) := by
  have hE : star (E : ℂ) = E := Complex.conj_ofReal E
  -- the mean value of a Hermitian matrix is real
  have ha : star (mean A ψ) = mean A ψ := by
    have h := Matrix.star_dotProduct ψ (A *ᵥ ψ)
    rw [hermitian_move hA] at h
    exact h.symm
  have h : H *ᵥ χ - (E : ℂ) • χ = -(A *ᵥ ψ - mean A ψ • ψ) := hχ
  calc star ψ ⬝ᵥ (A *ᵥ v - mean A ψ • v)
      = star (A *ᵥ ψ - mean A ψ • ψ) ⬝ᵥ v := by
        rw [star_sub, star_smul, ha, sub_dotProduct, smul_dotProduct, hermitian_move hA,
          dotProduct_sub, dotProduct_smul]
    _ = -(star (H *ᵥ χ - (E : ℂ) • χ) ⬝ᵥ v) := by
        rw [h, star_neg, neg_dotProduct, neg_neg]
    _ = -(star χ ⬝ᵥ (H *ᵥ v - (E : ℂ) • v)) := by
        rw [star_sub, star_smul, hE, sub_dotProduct, smul_dotProduct, hermitian_move hH,
          dotProduct_sub, dotProduct_smul]

/-- For Hermitian `H` and `A`, all solutions of the response equation give the same
second-order energy. -/
theorem secondOrderEnergy_unique {H A : Matrix n n ℂ} (D : Matrix n n ℂ) {E : ℝ}
    {ψ χ₁ χ₂ : n → ℂ} (hH : H.IsHermitian) (hA : A.IsHermitian)
    (h₁ : IsResponse H A E ψ χ₁) (h₂ : IsResponse H A E ψ χ₂) :
    secondOrderEnergy A D ψ χ₁ = secondOrderEnergy A D ψ χ₂ := by
  have e : H *ᵥ χ₁ - (E : ℂ) • χ₁ = H *ᵥ χ₂ - (E : ℂ) • χ₂ := Eq.trans h₁ (Eq.symm h₂)
  unfold secondOrderEnergy
  rw [paramagnetic_term_eq hH hA h₁ χ₁, paramagnetic_term_eq hH hA h₁ χ₂, e]

/-- Gauge invariance of the magnetizability: for Hermitian `H`, `A`, `g` and `H ψ = E ψ`, the
second-order energy is the same in both gauges, whichever solutions `χ` and `χ'` of the two
response equations are used. -/
theorem secondOrderEnergy_gauge_invariant {H A g : Matrix n n ℂ} (D : Matrix n n ℂ) {E : ℝ}
    {ψ χ χ' : n → ℂ} (hH : H.IsHermitian) (hA : A.IsHermitian) (hg : g.IsHermitian)
    (hψ : H *ᵥ ψ = (E : ℂ) • ψ) (hχ : IsResponse H A E ψ χ)
    (hχ' : IsResponse H (gaugeA H A g) E ψ χ') :
    secondOrderEnergy (gaugeA H A g) (gaugeD H A D g) ψ χ' = secondOrderEnergy A D ψ χ := by
  have hA' : (gaugeA H A g).IsHermitian := by
    unfold Matrix.IsHermitian gaugeA comm
    rw [conjTranspose_add, conjTranspose_smul, conjTranspose_sub, conjTranspose_mul,
      conjTranspose_mul, hA.eq, hH.eq, hg.eq, Complex.star_def, Complex.conj_I]
    module
  -- replace the given solution by the explicit one
  rw [secondOrderEnergy_unique _ hH hA' hχ' (response_gauge g hH hψ hχ)]
  have hE : star (E : ℂ) = E := Complex.conj_ofReal E
  have hL : ∀ v, star ψ ⬝ᵥ H *ᵥ v = (E : ℂ) * (star ψ ⬝ᵥ v) := fun v => by
    rw [← hermitian_move hH, hψ, star_smul, hE, smul_dotProduct, smul_eq_mul]
  have hHχ : H *ᵥ χ = (E : ℂ) • χ - (A *ᵥ ψ - mean A ψ • ψ) := by
    unfold IsResponse at hχ
    linear_combination (norm := module) hχ
  unfold secondOrderEnergy
  rw [mean_gaugeA A g hH hψ]
  generalize mean A ψ = a at hHχ ⊢
  -- expand all commutators; the remaining terms cancel by `i² = -1`
  simp only [mean, gaugeA, gaugeD, comm, Matrix.add_mulVec, Matrix.smul_mulVec,
    Matrix.sub_mulVec, ← Matrix.mulVec_mulVec, Matrix.mulVec_sub, Matrix.mulVec_smul,
    dotProduct_add, dotProduct_smul, dotProduct_sub, hψ, hHχ, hL, smul_eq_mul]
  linear_combination (-((E : ℂ) * (star ψ ⬝ᵥ g *ᵥ g *ᵥ ψ)
    - star ψ ⬝ᵥ g *ᵥ H *ᵥ g *ᵥ ψ)) * Complex.I_sq

/-- Let `H`, `A`, `g` be Hermitian, `H ψ = E ψ`, and let `χ` solve the response equation. If `H - E`
is positive semidefinite, the real part of the second-order energy is at most the real part of the
diamagnetic mean value in the gauge given by `g`. -/
theorem diamagnetic_upper_bound {H A g : Matrix n n ℂ} (D : Matrix n n ℂ) {E : ℝ}
    {ψ χ : n → ℂ} (hH : H.IsHermitian) (hA : A.IsHermitian) (hg : g.IsHermitian)
    (hψ : H *ᵥ ψ = (E : ℂ) • ψ) (hχ : IsResponse H A E ψ χ)
    (hpos : ∀ v : n → ℂ, 0 ≤ (star v ⬝ᵥ (H *ᵥ v - (E : ℂ) • v)).re) :
    (secondOrderEnergy A D ψ χ).re ≤ (mean (gaugeD H A D g) ψ).re := by
  have hA' : (gaugeA H A g).IsHermitian := by
    unfold Matrix.IsHermitian gaugeA comm
    rw [conjTranspose_add, conjTranspose_smul, conjTranspose_sub, conjTranspose_mul,
      conjTranspose_mul, hA.eq, hH.eq, hg.eq, Complex.star_def, Complex.conj_I]
    module
  have hr := response_gauge g hH hψ hχ
  rw [← secondOrderEnergy_gauge_invariant D hH hA hg hψ hχ hr]
  unfold secondOrderEnergy
  rw [paramagnetic_term_eq hH hA' hr, Complex.add_re, Complex.neg_re]
  linarith [hpos (χ - Complex.I • g *ᵥ ψ)]

/-- Let `H`, `A`, `g` be Hermitian, `H ψ = E ψ`, and let `χ` solve the response equation. If the
unit vector `ψ` is an eigenvector of the transformed paramagnetic matrix, the second-order energy is
the diamagnetic mean value in that gauge. -/
theorem diamagnetic_gauge {H A g : Matrix n n ℂ} (D : Matrix n n ℂ) {E : ℝ} {m : ℂ}
    {ψ χ : n → ℂ} (hH : H.IsHermitian) (hA : A.IsHermitian) (hg : g.IsHermitian)
    (hψ : H *ᵥ ψ = (E : ℂ) • ψ) (hχ : IsResponse H A E ψ χ) (hunit : star ψ ⬝ᵥ ψ = 1)
    (hm : gaugeA H A g *ᵥ ψ = m • ψ) :
    secondOrderEnergy A D ψ χ = mean (gaugeD H A D g) ψ := by
  have hmean : mean (gaugeA H A g) ψ = m := by
    rw [mean, hm, dotProduct_smul, hunit, smul_eq_mul, mul_one]
  -- in this gauge the state does not respond at first order
  have h0 : IsResponse H (gaugeA H A g) E ψ 0 := by
    unfold IsResponse
    rw [hmean, hm]
    simp
  rw [← secondOrderEnergy_gauge_invariant D hH hA hg hψ hχ h0]
  simp [secondOrderEnergy]

/-- A two-level Hamiltonian with energies 0 and 1. -/
def twoLevel : Matrix (Fin 2) (Fin 2) ℂ := !![0, 0; 0, 1]

/-- The Pauli matrix `σx`. -/
def pauliX : Matrix (Fin 2) (Fin 2) ℂ := !![0, 1; 1, 0]

/-- The Pauli matrix `σy`. -/
def pauliY : Matrix (Fin 2) (Fin 2) ℂ := !![0, -Complex.I; Complex.I, 0]

/-- For the two-level Hamiltonian with `A = σx` and `g = σy`, all three matrices are Hermitian,
`ψ = (1, 0)` is an eigenvector with energy 0, and `χ = (0, -1)` solves the response equation. For
`D = 0` the second-order energy is `-1`, and the transformed paramagnetic matrix is zero. -/
theorem twoLevel_witness :
    twoLevel.IsHermitian ∧ pauliX.IsHermitian ∧ pauliY.IsHermitian ∧
    twoLevel *ᵥ ![1, 0] = ((0 : ℝ) : ℂ) • ![1, 0] ∧
    IsResponse twoLevel pauliX 0 ![1, 0] ![0, -1] ∧
    secondOrderEnergy pauliX 0 ![1, 0] ![0, -1] = -1 ∧
    gaugeA twoLevel pauliX pauliY = 0 := by
  refine ⟨?_, ?_, ?_, ?_, ?_, ?_, ?_⟩
  · unfold Matrix.IsHermitian
    ext i j
    fin_cases i <;> fin_cases j <;> simp [twoLevel, Matrix.conjTranspose_apply]
  · unfold Matrix.IsHermitian
    ext i j
    fin_cases i <;> fin_cases j <;> simp [pauliX, Matrix.conjTranspose_apply]
  · unfold Matrix.IsHermitian
    ext i j
    fin_cases i <;> fin_cases j <;> simp [pauliY, Matrix.conjTranspose_apply]
  · ext i
    fin_cases i <;> simp [twoLevel, Matrix.mulVec, dotProduct, Fin.sum_univ_two]
  · unfold IsResponse
    ext i
    fin_cases i <;>
      simp [twoLevel, pauliX, mean, Matrix.mulVec, dotProduct, Fin.sum_univ_two]
  · simp [secondOrderEnergy, pauliX, mean, Matrix.mulVec, dotProduct, Fin.sum_univ_two]
  · ext i j
    fin_cases i <;> fin_cases j <;>
      simp [gaugeA, comm, twoLevel, pauliX, pauliY]

end

end MagnetizabilityGauge
```

```lean
#print axioms MagnetizabilityGauge.secondOrderEnergy_gauge_invariant
-- 'MagnetizabilityGauge.secondOrderEnergy_gauge_invariant' depends on axioms: [propext, Classical.choice, Quot.sound]
#print axioms MagnetizabilityGauge.diamagnetic_upper_bound
-- 'MagnetizabilityGauge.diamagnetic_upper_bound' depends on axioms: [propext, Classical.choice, Quot.sound]
#print axioms MagnetizabilityGauge.diamagnetic_gauge
-- 'MagnetizabilityGauge.diamagnetic_gauge' depends on axioms: [propext, Classical.choice, Quot.sound]
```

## From the hand calculation to the code

`mean_gaugeA`, `response_gauge` and `paramagnetic_term_eq` are the first three steps by hand, and `secondOrderEnergy_unique` draws the conclusion about different solutions. The main theorem uses it to replace $\chi'$ by $\chi_g$. Then `simp only` expands the commutators and removes $H$ wherever it acts on $\psi$ or $\chi$, or stands next to $\psi$ on the left.

`diamagnetic_upper_bound` and `diamagnetic_gauge` apply the invariance with $\chi_g$ and with zero as the new response. The first compares real parts, since $D$ may be any matrix. `twoLevel_witness` checks the example entry by entry.

## A closer look at `linear_combination`

This tactic proves an equation from a stated combination of known ones: it subtracts the combination from the goal and checks that the remainder vanishes. In `response_gauge` the equations are between vectors, so `(norm := module)` hands the check to a tactic for vector algebra.

At the end of the main theorem the equation is between complex numbers, and the two sides differ by $\langle\psi,gKg\psi\rangle(i^2+1)$. The coefficient supplied to `Complex.I_sq` is exactly $\langle\psi,gKg\psi\rangle$, the term that cancelled last by hand.
